# The secular polynomial of a finite matrix as a signed sum over its principal minors

For a model with finitely many sites and a square matrix `A`, the secular polynomial is det(x I − A), with the identity matrix multiplying x. The declaration `charpoly_eq_sum_minors` states that this polynomial is a sum over all subsets s of the sites, each contributing (−1)^|s| times the principal minor of `A` on s times x^(n − |s|), where n is the number of sites. The entries of `A` may lie in any commutative ring, and no symmetry is assumed. The proof writes x I − A as a diagonal matrix plus −A and applies the preceding expansion `det_diagonal_add`. It then takes the signs out of each minor, using an auxiliary equation `e` between two submatrices.

In Lean, a first try:

```lean
import Mathlib

open Matrix Polynomial

namespace PrincipalMinorExpansion

variable {n R : Type*} [Fintype n] [DecidableEq n] [CommRing R]

/-- The principal minor of `A` on a set `s` of sites: the determinant of `A` restricted to
the rows and columns in `s`. -/
def principalMinor (A : Matrix n n R) (s : Finset n) : R :=
  (A.submatrix (Subtype.val : {x // x ∈ s} → n) Subtype.val).det

/-- The determinant of a matrix with added site energies `d i` is a sum over subsets `s` of
sites: the principal minor on `s` times the product of the site energies outside `s`. -/
theorem det_diagonal_add (d : n → R) (A : Matrix n n R) :
    (diagonal d + A).det = ∑ s : Finset n, (∏ i ∈ sᶜ, d i) * principalMinor A s := by
  -- multilinearity: each row is taken either from `A` or from the diagonal matrix
  have h : (A + diagonal d).det = ∑ s : Finset n,
      (of (s.piecewise (fun i => A i) (fun i => diagonal d i) : n → n → R)).det :=
    (detRowAlternating (n := n) (R := R)).toMultilinearMap.map_add_univ A (diagonal d)
  rw [add_comm, h]
  refine Finset.sum_congr rfl fun s _ => ?_
  set M : Matrix n n R :=
    of (s.piecewise (fun i => A i) (fun i => diagonal d i) : n → n → R) with hM
  -- the resulting matrix is block triangular
  have hz : ∀ i, i ∉ s → ∀ j, j ∈ s → M i j = 0 := by
    intro i hi j hj
    have hij : i ≠ j := fun e => hi (e ▸ hj)
    simp [hM, Finset.piecewise, hi, hij]
  have hA : toSquareBlockProp M (fun i => i ∈ s) =
      A.submatrix Subtype.val Subtype.val := by
    refine Matrix.ext fun i j => ?_
    have hi : (i : n) ∈ s := i.2
    simp [toSquareBlockProp, hM, Finset.piecewise, hi]
  have hD : toSquareBlockProp M (fun i => ¬ i ∈ s) =
      diagonal (fun i : {a // ¬ a ∈ s} => d i.val) := by
    refine Matrix.ext fun i j => ?_
    have hi : (i : n) ∉ s := i.2
    simp [toSquareBlockProp, hM, Finset.piecewise, hi, diagonal_apply, Subtype.ext_iff]
  have key := twoBlockTriangular_det M (fun i => i ∈ s) hz
  rw [hA, hD, det_diagonal] at key
  rw [key, mul_comm, Finset.prod_subtype sᶜ (p := fun i => ¬ i ∈ s) (by simp)]
  unfold principalMinor
  congr!

/-- The secular polynomial `det (x I - A)` is the sum over all subsets `s` of sites of
`(-1)^|s|` times the principal minor on `s` times `x^(n - |s|)`. -/
theorem charpoly_eq_sum_minors (A : Matrix n n R) :
    A.charpoly = ∑ s : Finset n,
      C ((-1) ^ s.card * principalMinor A s) * X ^ (Fintype.card n - s.card) := by
  have h : charmatrix A = diagonal (fun _ => (X : R[X])) + (-A).map C := by
    refine Matrix.ext fun i j => ?_
    simp [charmatrix_apply, sub_eq_add_neg]
  rw [Matrix.charpoly, h, det_diagonal_add]
  refine Finset.sum_congr rfl fun s _ => ?_
  -- each minor of `-A` carries one sign per site
  have hm : principalMinor ((-A).map C) s = C ((-1) ^ s.card * principalMinor A s) := by
    unfold principalMinor
    have e : ((-A).map C).submatrix (Subtype.val : {x // x ∈ s} → n) Subtype.val =
        (-(A.submatrix (Subtype.val : {x // x ∈ s} → n) Subtype.val)).map C := rfl
    rw [e, ← RingHom.mapMatrix_apply, ← RingHom.map_det, det_neg, Fintype.card_coe]
  rw [hm, Finset.prod_const, Finset.card_compl, mul_comm]

end PrincipalMinorExpansion
```

The error:

```
Main.lean:61:79: error: don't know how to synthesize implicit argument `a`
  @rfl (Matrix (↥s) (Subtype ?m.187) R[X]) (((-A).map ⇑C).submatrix Subtype.val Subtype.val)
context:
n : Type u_1
R : Type u_2
inst✝² : Fintype n
inst✝¹ : DecidableEq n
inst✝ : CommRing R
A : Matrix n n R
h : A.charmatrix = (diagonal fun x => X) + (-A).map ⇑C
s : Finset n
x✝ : s ∈ Finset.univ
⊢ Matrix (↥s) (Subtype ?m.187) R[X]
Main.lean:61:79: error: don't know how to synthesize implicit argument `α`
  @rfl (Matrix (↥s) (Subtype ?m.187) R[X]) (((-A).map ⇑C).submatrix Subtype.val Subtype.val)
context:
n : Type u_1
R : Type u_2
inst✝² : Fintype n
inst✝¹ : DecidableEq n
inst✝ : CommRing R
A : Matrix n n R
h : A.charmatrix = (diagonal fun x => X) + (-A).map ⇑C
s : Finset n
x✝ : s ∈ Finset.univ
⊢ Type (max u_1 u_2)
Main.lean:60:13: error: don't know how to synthesize implicit argument `α`
  @Eq (Matrix (↥s) (Subtype ?m.187) R[X]) (((-A).map ⇑C).submatrix Subtype.val Subtype.val)
    ((-A.submatrix Subtype.val Subtype.val).map ⇑C)
context:
n : Type u_1
R : Type u_2
inst✝² : Fintype n
inst✝¹ : DecidableEq n
inst✝ : CommRing R
A : Matrix n n R
h : A.charmatrix = (diagonal fun x => X) + (-A).map ⇑C
s : Finset n
x✝ : s ∈ Finset.univ
⊢ Type (max u_1 u_2)
Main.lean:61:8: error: don't know how to synthesize implicit argument `n`
  @Matrix.map (↥s) (Subtype ?m.187) R R[X] (-A.submatrix Subtype.val Subtype.val) ⇑C
context:
n : Type u_1
R : Type u_2
inst✝² : Fintype n
inst✝¹ : DecidableEq n
inst✝ : CommRing R
A : Matrix n n R
h : A.charmatrix = (diagonal fun x => X) + (-A).map ⇑C
s : Finset n
x✝ : s ∈ Finset.univ
⊢ Type u_1
Main.lean:61:9: error: don't know how to synthesize implicit argument `α`
  @Neg.neg (Matrix (↥s) (Subtype ?m.187) R) neg (A.submatrix Subtype.val Subtype.val)
context:
n : Type u_1
R : Type u_2
inst✝² : Fintype n
inst✝¹ : DecidableEq n
inst✝ : CommRing R
A : Matrix n n R
h : A.charmatrix = (diagonal fun x => X) + (-A).map ⇑C
s : Finset n
x✝ : s ∈ Finset.univ
⊢ Type (max u_1 u_2)
Main.lean:61:11: error: don't know how to synthesize implicit argument `o`
  @submatrix (↥s) n n (Subtype ?m.187) R A Subtype.val Subtype.val
context:
n : Type u_1
R : Type u_2
inst✝² : Fintype n
inst✝¹ : DecidableEq n
inst✝ : CommRing R
A : Matrix n n R
h : A.charmatrix = (diagonal fun x => X) + (-A).map ⇑C
s : Finset n
x✝ : s ∈ Finset.univ
⊢ Type u_1
Main.lean:61:56: error: don't know how to synthesize implicit argument `p`
  @Subtype.val n ?m.187
context:
n : Type u_1
R : Type u_2
inst✝² : Fintype n
inst✝¹ : DecidableEq n
inst✝ : CommRing R
A : Matrix n n R
h : A.charmatrix = (diagonal fun x => X) + (-A).map ⇑C
s : Finset n
x✝ : s ∈ Finset.univ
⊢ n → Prop
Main.lean:60:13: error: don't know how to synthesize implicit argument `o`
  @submatrix (↥s) n n (Subtype ?m.187) R[X] ((-A).map ⇑C) Subtype.val Subtype.val
context:
n : Type u_1
R : Type u_2
inst✝² : Fintype n
inst✝¹ : DecidableEq n
inst✝ : CommRing R
A : Matrix n n R
h : A.charmatrix = (diagonal fun x => X) + (-A).map ⇑C
s : Finset n
x✝ : s ∈ Finset.univ
⊢ Type u_1
Main.lean:60:69: error: don't know how to synthesize implicit argument `p`
  @Subtype.val n ?m.187
context:
n : Type u_1
R : Type u_2
inst✝² : Fintype n
inst✝¹ : DecidableEq n
inst✝ : CommRing R
A : Matrix n n R
h : A.charmatrix = (diagonal fun x => X) + (-A).map ⇑C
s : Finset n
x✝ : s ∈ Finset.univ
⊢ n → Prop
```

Fix (accepted with no message):

```diff
@@ -58,6 +58,8 @@
   have hm : principalMinor ((-A).map C) s = C ((-1) ^ s.card * principalMinor A s) := by
     unfold principalMinor
-    have e : ((-A).map C).submatrix (Subtype.val : {x // x ∈ s} → n) Subtype.val =
-        (-(A.submatrix (Subtype.val : {x // x ∈ s} → n) Subtype.val)).map C := rfl
+    have e : ((-A).map C).submatrix (Subtype.val : {x // x ∈ s} → n)
+          (Subtype.val : {x // x ∈ s} → n) =
+        (-(A.submatrix (Subtype.val : {x // x ∈ s} → n)
+          (Subtype.val : {x // x ∈ s} → n))).map C := rfl
     rw [e, ← RingHom.mapMatrix_apply, ← RingHom.map_det, det_neg, Fintype.card_coe]
   rw [hm, Finset.prod_const, Finset.card_compl, mul_comm]
```

Cause. All nine messages come from one gap in the statement of `e`. `submatrix` takes separate maps for rows and columns, and their index types may differ. The type written on the first `Subtype.val` fixes the rows as the sites in `s`, but the second `Subtype.val` has no such annotation. Lean knows only that the columns form some subtype of `n`, and the predicate defining it remains unknown: this is the `?m.187` in the messages. The same unknown appears on both sides of the equation, so neither the equation nor `rfl` determines it. The complaints about `a`, `α`, `n`, `o` and `p` all concern terms containing it.

In the definition of `principalMinor` the same shorthand works because `det` requires a square matrix, which makes the column type equal the row type. No determinant appears in `e`.

The repair annotates the column map on each side with the same type as the row map. This settles the predicate, and `rfl` then proves the equation unchanged. The new line breaks are only layout.
